# Three sites in a loop with Gaussian transfer rates admit detailed balance at all site energies exactly when every bond has the same ratio of reorganisation energy to squared width

The theorem `loop_equilibrium_iff` concerns three sites joined in a loop, where the rate for an energy change D across a bond is exp(−(D + λ)²/(2σ²)), in units of its maximum, with a real reorganisation energy λ and a nonzero width σ belonging to that bond. It states that positive populations balancing the flow on each bond separately exist for every choice of site energies if and only if λ/σ² is the same on all three bonds, which is written without division as two equations. The populations need not sum to one, but multiplying all three by a common positive factor keeps the balance, so they can be normalised. For the forward direction the attempt raises one site's energy at a time, so that the other two sites have equal populations, and combines the remaining two balance conditions. For the converse it takes populations exp(−mE) at site energy E, with one constant m for the whole loop.

As first written in Lean, the proof fails:

```lean
import Mathlib

noncomputable section

namespace LoopEquilibriumIff

/-- The Gaussian-broadened transfer rate at energy change `D`, with reorganisation energy `lam`
and nonzero width `sig`, in units of its maximum. -/
def rate (lam sig D : ℝ) : ℝ :=
  Real.exp (-(D + lam) ^ 2 / (2 * sig ^ 2))

/-- Two sites with energies `x`, `y` and populations `p`, `q` exchange equal flows in both
directions through a bond with Gaussian rates. -/
def BondBalanced (lam sig x y p q : ℝ) : Prop :=
  p * rate lam sig (y - x) = q * rate lam sig (x - y)

/-- Three sites with energies `x`, `y`, `z` are joined in a loop by bonds with reorganisation
energies `a`, `b`, `c` and widths `s`, `t`, `u`; some positive populations balance every bond. -/
def LoopEquilibrium (a b c s t u x y z : ℝ) : Prop :=
  ∃ p q r : ℝ, 0 < p ∧ 0 < q ∧ 0 < r ∧
    BondBalanced a s x y p q ∧ BondBalanced b t y z q r ∧ BondBalanced c u z x r p

/-- For nonzero width and positive populations, a bond is balanced exactly when the difference of
the log-populations, times the squared width, is minus twice the reorganisation energy times the
energy difference. -/
theorem bondBalanced_iff (lam : ℝ) {sig : ℝ} (hs : sig ≠ 0) (x y : ℝ) {p q : ℝ}
    (hp : 0 < p) (hq : 0 < q) :
    BondBalanced lam sig x y p q ↔
      sig ^ 2 * (Real.log q - Real.log p) = -2 * lam * (y - x) := by
  -- write the populations as exponentials and compare exponents
  obtain ⟨P, rfl⟩ : ∃ P, Real.exp P = p := ⟨_, Real.exp_log hp⟩
  obtain ⟨Q, rfl⟩ : ∃ Q, Real.exp Q = q := ⟨_, Real.exp_log hq⟩
  unfold BondBalanced rate
  rw [Real.log_exp, Real.log_exp, ← Real.exp_add, ← Real.exp_add, Real.exp_eq_exp]
  -- the quadratic terms cancel in the difference of the exponents
  have key : (P + -(y - x + lam) ^ 2 / (2 * sig ^ 2))
      - (Q + -(x - y + lam) ^ 2 / (2 * sig ^ 2))
      = -(sig ^ 2 * (Q - P) + 2 * lam * (y - x)) / sig ^ 2 := by
    field_simp
    ring
  constructor
  · intro h
    have h0 : -(sig ^ 2 * (Q - P) + 2 * lam * (y - x)) / sig ^ 2 = 0 := by
      rw [← key]
      exact sub_eq_zero.mpr h
    have h1 := (div_eq_zero_iff.mp h0).resolve_right (pow_ne_zero 2 hs)
    linarith
  · intro h
    have h1 : -(sig ^ 2 * (Q - P) + 2 * lam * (y - x)) = 0 := by linarith
    apply sub_eq_zero.mp
    rw [key, h1, zero_div]

/-- A loop of three sites with nonzero bond widths has balancing positive populations for all site
energies if and only if the ratio of reorganisation energy to squared width is the same on every
bond. -/
theorem loop_equilibrium_iff (a b c : ℝ) {s t u : ℝ} (hs : s ≠ 0) (ht : t ≠ 0) (hu : u ≠ 0) :
    (∀ x y z : ℝ, LoopEquilibrium a b c s t u x y z) ↔
      a * t ^ 2 = b * s ^ 2 ∧ b * u ^ 2 = c * t ^ 2 := by
  constructor
  · intro h
    constructor
    · -- raise only the second site: the first and third populations agree
      obtain ⟨p, q, r, hp, hq, hr, h1, h2, h3⟩ := h 0 1 0
      rw [bondBalanced_iff a hs _ _ hp hq] at h1
      rw [bondBalanced_iff b ht _ _ hq hr] at h2
      rw [bondBalanced_iff c hu _ _ hr hp] at h3
      have h4 : u ^ 2 * (Real.log p - Real.log r) = 0 := by linarith
      have h5 := (mul_eq_zero.mp h4).resolve_left (pow_ne_zero 2 hu)
      have h6 : Real.log r = Real.log p := by linarith
      rw [h6] at h2
      linear_combination (-t ^ 2 / 2) * h1 - (s ^ 2 / 2) * h2
    · -- raise only the third site: the first and second populations agree
      obtain ⟨p, q, r, hp, hq, hr, h1, h2, h3⟩ := h 0 0 1
      rw [bondBalanced_iff a hs _ _ hp hq] at h1
      rw [bondBalanced_iff b ht _ _ hq hr] at h2
      rw [bondBalanced_iff c hu _ _ hr hp] at h3
      have h4 : s ^ 2 * (Real.log q - Real.log p) = 0 := by linarith
      have h5 := (mul_eq_zero.mp h4).resolve_left (pow_ne_zero 2 hs)
      have h6 : Real.log q = Real.log p := by linarith
      rw [h6] at h2
      linear_combination (-u ^ 2 / 2) * h2 - (t ^ 2 / 2) * h3
  · rintro ⟨hab, hbc⟩ x y z
    -- the common slope m of the log-populations
    obtain ⟨m, hm⟩ : ∃ m : ℝ, m * s ^ 2 = 2 * a :=
      ⟨2 * a / s ^ 2, div_mul_cancel₀ _ (pow_ne_zero 2 hs)⟩
    have hmt : m * t ^ 2 = 2 * b := by
      apply mul_right_cancel₀ (pow_ne_zero 2 hs)
      linear_combination t ^ 2 * hm + 2 * hab
    have hmu : m * u ^ 2 = 2 * c := by
      apply mul_right_cancel₀ (pow_ne_zero 2 ht)
      linear_combination u ^ 2 * hmt + 2 * hbc
    refine ⟨Real.exp (-(m * x)), Real.exp (-(m * y)), Real.exp (-(m * z)),
      Real.exp_pos _, Real.exp_pos _, Real.exp_pos _, ?_, ?_, ?_⟩
    · rw [bondBalanced_iff a hs _ _ (Real.exp_pos _) (Real.exp_pos _),
        Real.log_exp, Real.log_exp]
      linear_combination (x - y) * hm
    · rw [bondBalanced_iff b ht _ _ (Real.exp_pos _) (Real.exp_pos _),
        Real.log_exp, Real.log_exp]
      linear_combination (y - z) * hmt
    · rw [bondBalanced_iff c hu _ _ (Real.exp_pos _) (Real.exp_pos _),
        Real.log_exp, Real.log_exp]
      linear_combination (z - x) * hmu

end LoopEquilibriumIff
```

Lean reports:

```
Main.lean:71:6: error: ring failed, ring expressions not equal
a b c s t u : ℝ
hs : s ≠ 0
ht : t ≠ 0
hu : u ≠ 0
h : ∀ (x y z : ℝ), LoopEquilibrium a b c s t u x y z
p q r : ℝ
hp : 0 < p
hq : 0 < q
hr : 0 < r
h1 : s ^ 2 * (Real.log q - Real.log p) = -2 * a * (1 - 0)
h2 : t ^ 2 * (Real.log p - Real.log q) = -2 * b * (0 - 1)
h3 : u ^ 2 * (Real.log p - Real.log r) = -2 * c * (0 - 0)
h4 : u ^ 2 * (Real.log p - Real.log r) = 0
h5 : Real.log p - Real.log r = 0
h6 : Real.log r = Real.log p
⊢ a * t ^ 2 * 2 - s ^ 2 * b * 2 = 0
Main.lean:81:6: error: ring failed, ring expressions not equal
a b c s t u : ℝ
hs : s ≠ 0
ht : t ≠ 0
hu : u ≠ 0
h : ∀ (x y z : ℝ), LoopEquilibrium a b c s t u x y z
p q r : ℝ
hp : 0 < p
hq : 0 < q
hr : 0 < r
h1 : s ^ 2 * (Real.log q - Real.log p) = -2 * a * (0 - 0)
h2 : t ^ 2 * (Real.log r - Real.log p) = -2 * b * (1 - 0)
h3 : u ^ 2 * (Real.log p - Real.log r) = -2 * c * (0 - 1)
h4 : s ^ 2 * (Real.log q - Real.log p) = 0
h5 : Real.log q - Real.log p = 0
h6 : Real.log q = Real.log p
⊢ b * u ^ 2 * 2 - t ^ 2 * c * 2 = 0
```

Diagnosis. Both errors are sign mistakes in the coefficients given to `linear_combination`. That tactic subtracts the chosen combination of hypotheses from the goal and asks `ring1` to check that nothing is left.

In the first case, half of `t ^ 2` times `h1` plus half of `s ^ 2` times `h2` makes the logarithms cancel and gives `a * t ^ 2 - b * s ^ 2 = 0`, which is the goal with everything moved to the left. The attempt used the negatives of both coefficients. The logarithms still cancelled, but the subtraction then doubled the difference instead of removing it, which is the leftover `a * t ^ 2 * 2 - s ^ 2 * b * 2 = 0` in the message. The second error is the same, with `h2` and `h3` and the leftover `b * u ^ 2 * 2 - t ^ 2 * c * 2 = 0`.

The diff makes both coefficients positive in each line, so the combination equals the goal's difference and the subtraction leaves zero.

The change, after which it compiles:

```diff
@@ -69,5 +69,5 @@
       have h6 : Real.log r = Real.log p := by linarith
       rw [h6] at h2
-      linear_combination (-t ^ 2 / 2) * h1 - (s ^ 2 / 2) * h2
+      linear_combination (t ^ 2 / 2) * h1 + (s ^ 2 / 2) * h2
     · -- raise only the third site: the first and second populations agree
       obtain ⟨p, q, r, hp, hq, hr, h1, h2, h3⟩ := h 0 0 1
@@ -79,5 +79,5 @@
       have h6 : Real.log q = Real.log p := by linarith
       rw [h6] at h2
-      linear_combination (-u ^ 2 / 2) * h2 - (t ^ 2 / 2) * h3
+      linear_combination (u ^ 2 / 2) * h2 + (t ^ 2 / 2) * h3
   · rintro ⟨hab, hbc⟩ x y z
     -- the common slope m of the log-populations
```
